# Hardening of a polar mode under compression: faster than r⁻ⁿ, with a relative rate that diverges at the transition

Suppose the squared frequency of a soft polar mode is extrapolated in distance with the power law \(r^{-n}\), \(n>3\), of its short-range restoring term. In the model below, this underestimates the relative hardening under compression at every stable distance, and any other fixed exponent, however large, also underestimates it close enough to the transition. The model is harmonic, with a single distance \(r\) and fixed force strengths; within it, the result warns against fitting computed phonon frequencies near a soft-mode transition with a single fixed power of \(r\).

## The model and its hardening rate

```lean
import Mathlib

open Filter Topology Set

namespace PolarModeHardening

noncomputable section

/-- Squared frequency of the polar mode at interatomic distance `r > 0`: short-range
repulsion `A / r ^ n` minus the dipolar term `B / r ^ 3`. -/
def sqFreq (A B : ℝ) (n : ℕ) (r : ℝ) : ℝ := A / r ^ n - B / r ^ 3
```

The squared frequency is
\[ w(r)=\frac{A}{r^n}-\frac{B}{r^3}. \]
Here \(A\) is the strength of the short-range restoring term, \(n\) its steepness, and \(B\) the strength of the destabilising dipolar term, with masses absorbed into \(A\) and \(B\). This form is postulated, not derived from a crystal. The exponent \(n\) belongs to a force constant, not to an energy: a repulsive pair energy proportional to \(r^{-m}\) corresponds to \(n=m+2\). In Lean, `ℝ` holds real numbers, without units, and `ℕ` natural numbers.

```lean
/-- The critical distance `(A / B) ^ (1 / (n - 3))`, for `A, B > 0` and `n > 3`. -/
def critDist (A B : ℝ) (n : ℕ) : ℝ := (A / B) ^ (1 / ((n : ℝ) - 3))
```

This is \(r_0=(A/B)^{1/(n-3)}\). The annotation `(n : ℝ)` matters. With the exponent written as `1 / (n - 3)` in natural numbers, division would round down, giving exponent 0 and \(r_0=1\) for every \(n>4\).

```lean
/-- The hardening rate under compression, `-r w'(r) / w(r)`, for `r > 0` at which the
squared frequency `w(r)` is nonzero. -/
def hardeningRate (A B : ℝ) (n : ℕ) (r : ℝ) : ℝ :=
  -r * deriv (sqFreq A B n) r / sqFreq A B n r
```

The rate is \(R(r)=-r\,w'(r)/w(r)\), the relative growth of \(w\) per relative decrease of \(r\). `deriv` is the true derivative, so its formula has to be proved.

## Where the mode is stable

```lean
variable {A B : ℝ} {n : ℕ}

lemma critDist_pos (hA : 0 < A) (hB : 0 < B) : 0 < critDist A B n :=
  Real.rpow_pos_of_pos (div_pos hA hB) _
```

For positive \(A\) and \(B\), \(r_0\) is a real power of a positive number, hence positive. The names `hA` and `hB` label these assumptions.

```lean
/-- For `A, B > 0` and `n > 3`, the power `n - 3` of the critical distance is the ratio
`A / B` of the repulsive to the dipolar strength. -/
theorem critDist_pow (hA : 0 < A) (hB : 0 < B) (hn : 3 < n) :
    critDist A B n ^ (n - 3) = A / B := by
  have hc : (n : ℝ) - 3 ≠ 0 := by
    have : (3 : ℝ) < n := by exact_mod_cast hn
    linarith
  have hcast : ((n - 3 : ℕ) : ℝ) = (n : ℝ) - 3 := by
    rw [Nat.cast_sub hn.le]
    norm_num
  unfold critDist
  rw [← Real.rpow_natCast, ← Real.rpow_mul (div_pos hA hB).le, hcast,
    one_div_mul_cancel hc, Real.rpow_one]
```

The assumption `hn` says \(n>3\): the repulsion grows faster than the dipolar term under compression. Then \(r_0^{n-3}=A/B\), because the exponents multiply to 1. `hcast` identifies the natural number \(n-3\) with the real one.

```lean
/-- For `A, B > 0`, `n > 3` and `r > 0`, the squared frequency is a positive factor times
the difference of the powers `n - 3` of the critical and the actual distance. -/
theorem sqFreq_factor (hA : 0 < A) (hB : 0 < B) (hn : 3 < n) {r : ℝ} (hr : 0 < r) :
    sqFreq A B n r = B / r ^ n * (critDist A B n ^ (n - 3) - r ^ (n - 3)) := by
  rw [critDist_pow hA hB hn]
  have hpow : r ^ n = r ^ (n - 3) * r ^ 3 := by
    rw [← pow_add, Nat.sub_add_cancel hn.le]
  have hm : r ^ (n - 3) ≠ 0 := (pow_pos hr _).ne'
  unfold sqFreq
  rw [hpow]
  generalize r ^ (n - 3) = y at hm
  field_simp
```

By hand, take \(B/r^n\) out of \(w\) and insert \(A/B=r_0^{n-3}\):
\[ w(r)=\frac{B}{r^n}\left(\frac AB-r^{n-3}\right)=\frac{B}{r^n}\left(r_0^{n-3}-r^{n-3}\right). \]
Lean splits \(r^n=r^{n-3}r^3\), and `field_simp` clears the denominators.

```lean
/-- For `A, B > 0` and `n > 3`, the polar mode at distance `r > 0` has positive squared
frequency exactly when `r` is below the critical distance. -/
theorem sqFreq_pos_iff (hA : 0 < A) (hB : 0 < B) (hn : 3 < n) {r : ℝ} (hr : 0 < r) :
    0 < sqFreq A B n r ↔ r < critDist A B n := by
  rw [sqFreq_factor hA hB hn hr, mul_pos_iff_of_pos_left (div_pos hB (pow_pos hr n)),
    sub_pos]
  exact pow_lt_pow_iff_left₀ hr.le (critDist_pos hA hB).le (by omega)
```

The prefactor is positive, so \(w(r)>0\) exactly when \(r^{n-3}<r_0^{n-3}\). Positive powers preserve order on positive numbers, so this means \(r<r_0\).

```lean
lemma sqFreq_critDist (hA : 0 < A) (hB : 0 < B) (hn : 3 < n) :
    sqFreq A B n (critDist A B n) = 0 := by
  rw [sqFreq_factor hA hB hn (critDist_pos hA hB), sub_self, mul_zero]
```

At \(r=r_0\) the bracket vanishes, so \(w(r_0)=0\).

## The rate in closed form

```lean
/-- The derivative of the squared frequency with respect to distance, for `n > 3` and
`r > 0`. -/
theorem hasDerivAt_sqFreq (hn : 3 < n) {r : ℝ} (hr : 0 < r) :
    HasDerivAt (sqFreq A B n) (-(n * (A / r ^ (n + 1))) + 3 * (B / r ^ 4)) r := by
  -- the derivative of a single inverse power
  have key : ∀ (C : ℝ) (k : ℕ), HasDerivAt (fun x : ℝ => C / x ^ (k + 1))
      (-(((k : ℝ) + 1) * (C / r ^ (k + 2)))) r := by
    intro C k
    refine ((hasDerivAt_const r C).fun_div (hasDerivAt_pow (k + 1) r)
      (pow_pos hr _).ne').congr_deriv ?_
    rw [← mul_div_assoc, ← neg_div,
      div_eq_div_iff (pow_pos (pow_pos hr _) _).ne' (pow_pos hr _).ne',
      Nat.add_sub_cancel]
    push_cast
    ring
  obtain ⟨k, rfl⟩ : ∃ k, n = k + 1 := ⟨n - 1, by omega⟩
  refine ((key A k).fun_sub (key B 2)).congr_deriv ?_
  push_cast
  ring
```

`HasDerivAt` states that the derivative exists and equals
\[ w'(r)=-\frac{nA}{r^{n+1}}+\frac{3B}{r^4}. \]
The step `key` differentiates one inverse power by the quotient rule; it is applied to both terms.

```lean
/-- For `n > 3`, `r > 0` and nonzero squared frequency, the hardening rate is `n` plus
`n - 3` times the ratio of the dipolar term to the squared frequency. -/
theorem hardeningRate_eq (hn : 3 < n) {r : ℝ} (hr : 0 < r) (hw : sqFreq A B n r ≠ 0) :
    hardeningRate A B n r = n + ((n : ℝ) - 3) * (B / r ^ 3) / sqFreq A B n r := by
  unfold hardeningRate
  rw [(hasDerivAt_sqFreq hn hr).deriv, div_eq_iff hw, add_mul, div_mul_cancel₀ _ hw]
  have h1 : r * (A / r ^ (n + 1)) = A / r ^ n := by
    rw [pow_succ]
    field_simp
  have h2 : r * (B / r ^ 4) = B / r ^ 3 := by
    field_simp
  unfold sqFreq
  linear_combination (n : ℝ) * h1 - 3 * h2
```

Multiplying by \(-r\) gives
\[ -r\,w'=\frac{nA}{r^n}-\frac{3B}{r^3}=n\,w+(n-3)\frac{B}{r^3}, \]
and division by \(w\neq0\) yields
\[ R(r)=n+\frac{(n-3)B/r^3}{w(r)}. \]
`h1` and `h2` cancel the powers of \(r\); `linear_combination` assembles the identity.

## The approach to the transition

```lean
/-- Critical law: for `A, B > 0` and `n > 3`, the hardening rate times the remaining
distance `r₀ - r` tends to `r₀` as `r` approaches the critical distance `r₀` from below. -/
theorem hardeningRate_critical_law (hA : 0 < A) (hB : 0 < B) (hn : 3 < n) :
    Tendsto (fun r => (critDist A B n - r) * hardeningRate A B n r)
      (𝓝[<] critDist A B n) (𝓝 (critDist A B n)) := by
  have h0 : 0 < critDist A B n := critDist_pos hA hB
  have hz := sqFreq_critDist hA hB hn
  have hd := hasDerivAt_sqFreq (A := A) (B := B) hn h0
  have hiff := fun r (hr : 0 < r) => sqFreq_pos_iff hA hB hn (r := r) hr
  have hc : 0 < (n : ℝ) - 3 := by
    have : (3 : ℝ) < n := by exact_mod_cast hn
    linarith
  set r₀ := critDist A B n
  -- the squared frequency crosses zero with a nonzero slope
  have hslope : -(n * (A / r₀ ^ (n + 1))) + 3 * (B / r₀ ^ 4)
      = -(((n : ℝ) - 3) * (B / r₀ ^ 4)) := by
    have h1 : A / r₀ ^ (n + 1) = B / r₀ ^ 4 := by
      unfold sqFreq at hz
      rw [pow_succ, ← div_div, sub_eq_zero.mp hz, div_div, ← pow_succ]
    rw [h1]
    ring
  rw [hslope] at hd
  have hpos : 0 < ((n : ℝ) - 3) * (B / r₀ ^ 4) := by positivity
  have hs := (hasDerivAt_iff_tendsto_slope.mp hd).mono_left
    (nhdsWithin_mono r₀ (fun x (hx : x < r₀) => hx.ne))
  have hid : Tendsto (fun r : ℝ => r) (𝓝[<] r₀) (𝓝 r₀) :=
    tendsto_id.mono_left nhdsWithin_le_nhds
  have hlim : Tendsto (fun r => (n : ℝ) * (r₀ - r)
      - ((n : ℝ) - 3) * (B / r ^ 3) / slope (sqFreq A B n) r₀ r) (𝓝[<] r₀)
      (𝓝 ((n : ℝ) * (r₀ - r₀)
        - ((n : ℝ) - 3) * (B / r₀ ^ 3) / (-(((n : ℝ) - 3) * (B / r₀ ^ 4))))) :=
    ((hid.const_sub r₀).const_mul (n : ℝ)).sub
      (((tendsto_const_nhds.div (hid.pow 3) (pow_pos h0 3).ne').const_mul _).div hs
        (neg_ne_zero.mpr hpos.ne'))
  have hval : (n : ℝ) * (r₀ - r₀)
      - ((n : ℝ) - 3) * (B / r₀ ^ 3) / (-(((n : ℝ) - 3) * (B / r₀ ^ 4))) = r₀ := by
    rw [sub_self, mul_zero, zero_sub, div_neg, neg_neg, div_eq_iff hpos.ne']
    field_simp
  rw [hval] at hlim
  -- below the critical distance both expressions agree
  refine hlim.congr' ?_
  filter_upwards [Ioo_mem_nhdsLT h0] with r hr
  rw [hardeningRate_eq hn hr.1 ((hiff r hr.1).mpr hr.2).ne', slope_def_field, hz,
    sub_zero, div_div_eq_mul_div]
  ring
```

`𝓝[<]` means approach from below. The claim is \((r_0-r)R(r)\to r_0\), a limit that depends on \(A\), \(B\) and \(n\) only through \(r_0\).

Since \(w(r_0)=0\), we have \(A/r_0^{n+1}=B/r_0^4\), so
\[ w'(r_0)=-(n-3)\frac{B}{r_0^4}\neq0. \]
This is `hslope`. Let \(s(r)=w(r)/(r-r_0)\) be the difference quotient, Lean's `slope`, which tends to \(w'(r_0)\). The closed form becomes
\[ (r_0-r)R(r)=n(r_0-r)-\frac{(n-3)B/r^3}{s(r)}\;\longrightarrow\;\frac{(n-3)B/r_0^3}{(n-3)B/r_0^4}=r_0. \]
`hlim` takes the limit, `hval` evaluates it, and the last lines check that both expressions agree for \(0<r<r_0\).

```lean
/-- For `A, B > 0` and `n > 3`, the squared polar frequency at `r > 0` is positive exactly
below the critical distance; there the hardening rate under compression exceeds `n`, and it
tends to infinity as the critical distance is approached from below. -/
theorem polar_mode_hardening (hA : 0 < A) (hB : 0 < B) (hn : 3 < n) :
    (∀ r, 0 < r → (0 < sqFreq A B n r ↔ r < critDist A B n)) ∧
    (∀ r, 0 < r → r < critDist A B n → (n : ℝ) < hardeningRate A B n r) ∧
    Tendsto (hardeningRate A B n) (𝓝[<] critDist A B n) atTop := by
  have h0 : 0 < critDist A B n := critDist_pos hA hB
  refine ⟨fun r hr => sqFreq_pos_iff hA hB hn hr, fun r hr hlt => ?_, ?_⟩
  · have hw := (sqFreq_pos_iff hA hB hn hr).mpr hlt
    have hc : 0 < (n : ℝ) - 3 := by
      have : (3 : ℝ) < n := by exact_mod_cast hn
      linarith
    rw [hardeningRate_eq hn hr hw.ne']
    have : 0 < ((n : ℝ) - 3) * (B / r ^ 3) / sqFreq A B n r := by positivity
    linarith
  · -- divide the critical law by the vanishing distance to the transition
    have hgap : Tendsto (fun r => critDist A B n - r) (𝓝[<] critDist A B n) (𝓝[>] 0) := by
      refine tendsto_nhdsWithin_iff.mpr ⟨?_, ?_⟩
      · have h : Tendsto (fun r : ℝ => r) (𝓝[<] critDist A B n) (𝓝 (critDist A B n)) :=
          tendsto_id.mono_left nhdsWithin_le_nhds
        simpa using h.const_sub (critDist A B n)
      · filter_upwards [Ioo_mem_nhdsLT h0] with r hr
        exact sub_pos.mpr hr.2
    have hinv := tendsto_inv_nhdsGT_zero.comp hgap
    refine ((hardeningRate_critical_law hA hB hn).pos_mul_atTop h0 hinv).congr' ?_
    filter_upwards [Ioo_mem_nhdsLT h0] with r hr
    have hne : critDist A B n - r ≠ 0 := (sub_pos.mpr hr.2).ne'
    rw [Function.comp_apply, mul_comm, inv_mul_cancel_left₀ hne]

end

end PolarModeHardening
```

The symbol `∧` joins three statements, all for \(A,B>0\) and \(n>3\):

- For \(r>0\), \(w(r)>0\) exactly when \(r<r_0\).
- For \(0<r<r_0\), \(R(r)>n\).
- As \(r\) approaches \(r_0\) from below, \(R(r)\to+\infty\), written `atTop`.

The first is the stability criterion. For the second, the correction to \(n\) in the closed form is a quotient of positive quantities, which `positivity` confirms. For the third, write
\[ R(r)=\bigl[(r_0-r)R(r)\bigr]\cdot\frac1{r_0-r}. \]
The bracket tends to \(r_0>0\). `hgap` shows that \(r_0-r\) tends to zero through positive values, so its inverse, and with it the product, tends to \(+\infty\).

```lean
#print axioms PolarModeHardening.polar_mode_hardening
```

```
'PolarModeHardening.polar_mode_hardening' depends on axioms: [propext, Classical.choice, Quot.sound]
```
